# The linearised quasiparticle equation has exactly one solution when the slope of the self-energy at the bare level is not one

For a level with bare energy e, a static shift x and a real self-energy S, the quasiparticle equation linearised about e reads E = e + x + S(e) + S′(e)(E − e). The lemma states that, if S′(e) ≠ 1, a real number E satisfies this equation exactly when E = e + Z(x + S(e)), with weight Z = 1/(1 − S′(e)). Nothing else is assumed of S, not even differentiability at e, where Lean's `deriv` takes the value 0 if the derivative does not exist. The attempt writes the solution as e plus a quotient, and means to move e to the other side, clear the denominator and finish each direction by linear arithmetic.

The failing Lean file:

```lean
import Mathlib

open Finset

namespace CohsexGap

noncomputable section

/-- Two levels `ev < ec` coupled to screening modes `s : ι` of frequency `Ω s`, with intra-level
strengths `a s` and inter-level strengths `b s`, not all of the latter zero. -/
structure TwoLevel (ι : Type*) where
  ev : ℝ
  ec : ℝ
  Ω : ι → ℝ
  a : ι → ℝ
  b : ι → ℝ
  ev_lt_ec : ev < ec
  Ω_pos : ∀ s, 0 < Ω s
  a_nonneg : ∀ s, 0 ≤ a s
  b_nonneg : ∀ s, 0 ≤ b s
  b_pos : ∃ s, 0 < b s

/-- The quasiparticle weight `1 / (1 - S'(e))` of a self-energy `S` at energy `e`. -/
def weight (S : ℝ → ℝ) (e : ℝ) : ℝ := 1 / (1 - deriv S e)

/-- The linearised quasiparticle energy of a level `e` with static shift `x` and
self-energy `S`. -/
def qpEnergy (S : ℝ → ℝ) (e x : ℝ) : ℝ := e + weight S e * (x + S e)

/-- When the slope of the self-energy is not one, `qpEnergy` is the unique solution of the
quasiparticle equation linearised about the bare level. -/
theorem linearised_equation_iff (S : ℝ → ℝ) (e x E : ℝ) (h : deriv S e ≠ 1) :
    E = e + x + S e + deriv S e * (E - e) ↔ E = qpEnergy S e x := by
  have h' : 1 - deriv S e ≠ 0 := sub_ne_zero.mpr h.symm
  have hq : qpEnergy S e x = e + (x + S e) / (1 - deriv S e) := by
    unfold qpEnergy weight
    ring
  rw [hq, ← sub_eq_iff_eq_add', eq_div_iff h']
  constructor <;> intro hE <;> linear_combination hE

end

end CohsexGap
```

The error:

```
Main.lean:38:32: error: Tactic `rewrite` failed: Did not find an occurrence of the pattern
  ?m.106 = ?m.104 / (1 - deriv S e)
in the target expression
  E - (e + x + S e) = deriv S e * (E - e) ↔ E = e + (x + S e) / (1 - deriv S e)

S : ℝ → ℝ
e x E : ℝ
h : deriv S e ≠ 1
h' : 1 - deriv S e ≠ 0
hq : qpEnergy S e x = e + (x + S e) / (1 - deriv S e)
⊢ E - (e + x + S e) = deriv S e * (E - e) ↔ E = e + (x + S e) / (1 - deriv S e)
```

What went wrong. The error is reported at `eq_div_iff h'`, which needs an equation whose right side is a quotient by `1 - deriv S e`, and finds none. The cause is the rewrite before it. Used from right to left, `sub_eq_iff_eq_add'` looks for any equation of the form `a = b + c`, and both sides of the equivalence have that form. It matched the linearised equation on the left, turning it into `E - (e + x + S e) = deriv S e * (E - e)`, as the printed goal shows. The equation on the right, the one intended, kept its `e +` in front of the quotient, so `eq_div_iff` could not match it.

The repair states the intended instance as `hr`, proved by the same lemma reversed with `.symm`. Since the left side of `hr` is spelled out in full, `rw [hr]` can only change the equation on the right, which becomes `E - e = (x + S e) / (1 - deriv S e)`. This is the form `eq_div_iff h'` needs, and the unchanged last line then proves both directions.

The mended proof, as a diff:

```diff
@@ -36,5 +36,7 @@
     unfold qpEnergy weight
     ring
-  rw [hq, ← sub_eq_iff_eq_add', eq_div_iff h']
+  have hr : E = e + (x + S e) / (1 - deriv S e) ↔ E - e = (x + S e) / (1 - deriv S e) :=
+    sub_eq_iff_eq_add'.symm
+  rw [hq, hr, eq_div_iff h']
   constructor <;> intro hE <;> linear_combination hE
 
```
